# Orthonormal Roothaan-Hall orbitals with Hermitian multipliers have a canonical form

**A:** Let F and S be the Fock and overlap matrices in a finite basis, and let each column of C hold the coefficients of one orbital. Suppose the orbitals are orthonormal and solve the Roothaan-Hall equation with a Hermitian matrix L of Lagrange multipliers:

CᴴSC = 1,  FC = SCL.

Then there are a unitary matrix U and real numbers eᵢ such that the rotated orbitals C' = CU satisfy

FC' = SC' diag(e),  C'ᴴSC' = 1,  C'C'ᴴ = CCᴴ.

If F, S, C and L are real, U can be chosen real and orthogonal, and ᴴ becomes the transpose.

**Q:** Textbooks usually write the equation with a diagonal matrix from the start. Where does a full matrix L come from, and why should it be Hermitian?

**A:** Orthonormality is one constraint for each pair of orbitals, so making the energy stationary produces a multiplier for each pair. That is the matrix L. Its Hermiticity follows from that of F. Multiply the equation from the left by Cᴴ and use orthonormality:

CᴴFC = CᴴSCL = L.

So L is the Fock matrix in the basis of the orbitals, and if Fᴴ = F, then

Lᴴ = (CᴴFC)ᴴ = CᴴFᴴC = CᴴFC = L.

**Q:** And the rotation?

**A:** A Hermitian L has an orthonormal set of eigenvectors with real eigenvalues eᵢ. Put the eigenvectors into the columns of U. Then UᴴU = UUᴴ = 1 and LU = U diag(e), hence

UᴴLU = UᴴU diag(e) = diag(e).

With C' = CU, orthonormality survives:

C'ᴴSC' = Uᴴ(CᴴSC)U = UᴴU = 1.

For the Roothaan-Hall equation, insert UUᴴ = 1 between C and L:

FC' = FCU = SCLU = SC(UUᴴ)LU = SC'(UᴴLU) = SC' diag(e).

The density matrix does not notice the rotation:

C'C'ᴴ = CUUᴴCᴴ = CCᴴ.

With a single orbital there is nothing to rotate: L is one real number, which is already the orbital energy, and U is only a phase, or a sign in the real case.

**Q:** I accept the algebra. My doubt is whether the Lean statement is about the same objects. What are its matrices?

**A:** The basis functions are labelled by a finite type `n` and the orbitals by a finite type `m`. The two are independent, so C may be rectangular and contain the occupied orbitals only. The scalars `𝕜` are either the real or the complex numbers.

```lean
import Mathlib

open Matrix

namespace CanonicalOrbitals

variable {𝕜 n m : Type*} [RCLike 𝕜] [Fintype n] [Fintype m] [DecidableEq m]
```

Orthonormality is measured with S, because the basis functions themselves may overlap.

```lean
/-- The orbitals in the columns of `C` are orthonormal in the metric of the overlap matrix `S`. -/
def OrbitalsOrthonormal (S : Matrix n n 𝕜) (C : Matrix n m 𝕜) : Prop :=
  Cᴴ * S * C = 1
```

The Roothaan-Hall equation is stated with a general multiplier matrix. Canonical orbitals are the case in which that matrix is diagonal.

```lean
omit [DecidableEq m] in
/-- The Roothaan-Hall equation `F C = S C L` with a matrix `L` of Lagrange multipliers. -/
def SolvesRoothaanHall (F S : Matrix n n 𝕜) (C : Matrix n m 𝕜) (L : Matrix m m 𝕜) : Prop :=
  F * C = S * C * L
```

The density matrix counts each column once. For closed-shell spatial orbitals the usual total density matrix is twice this one.

```lean
/-- The density matrix `C Cᴴ` of the orbitals in the columns of `C`, each counted once. -/
def density (C : Matrix n m 𝕜) : Matrix n n 𝕜 :=
  C * Cᴴ
```

**Q:** Nothing there says that S is positive definite, or even Hermitian.

**A:** The argument never uses it. A true overlap matrix of linearly independent functions has both properties, so the physical case is included. S enters the theorem only through its two equations: the given orbitals are orthonormal with respect to S, and they solve FC = SCL.

**Q:** In Hartree-Fock theory F depends on the orbitals. Here it is just a matrix.

**A:** Yes, F is held fixed, so the self-consistent problem is not solved here, and the existence of a solution is not addressed. This is where the statement about the density matters. In closed-shell theory F is built from the density matrix of the occupied orbitals. If C holds exactly those orbitals, the rotation leaves their density unchanged, and the rotated orbitals belong to the same F. If C also contains virtual orbitals, U may mix them with the occupied ones, and the density that is preserved is that of all the columns together.

**Q:** Then let me see the proof. Does it derive the Hermiticity of L or assume it?

**A:** The main theorem assumes it, and a separate lemma supplies it for a Hermitian F. First comes the projection on the orbitals. The `calc` chain is the calculation above: regroup, insert the Roothaan-Hall equation, regroup again, and replace CᴴSC by 1.

```lean
/-- The multiplier matrix is the Fock matrix in the basis of the orbitals. -/
theorem fock_in_orbital_basis {F S : Matrix n n 𝕜} {C : Matrix n m 𝕜} {L : Matrix m m 𝕜}
    (hC : OrbitalsOrthonormal S C) (h : SolvesRoothaanHall F S C L) :
    Cᴴ * F * C = L := by
  unfold OrbitalsOrthonormal at hC
  unfold SolvesRoothaanHall at h
  calc Cᴴ * F * C = Cᴴ * (F * C) := Matrix.mul_assoc _ _ _
    _ = Cᴴ * (S * C * L) := by rw [h]
    _ = (Cᴴ * S * C) * L := by simp only [Matrix.mul_assoc]
    _ = L := by rw [hC, Matrix.one_mul]
```

The next lemma takes the adjoint of CᴴFC, finds the same matrix again, and then rewrites that matrix as L.

```lean
/-- For a Hermitian Fock matrix the matrix of Lagrange multipliers is Hermitian. -/
theorem multipliers_isHermitian {F S : Matrix n n 𝕜} {C : Matrix n m 𝕜} {L : Matrix m m 𝕜}
    (hF : F.IsHermitian) (hC : OrbitalsOrthonormal S C) (h : SolvesRoothaanHall F S C L) :
    L.IsHermitian := by
  have key : (Cᴴ * F * C)ᴴ = Cᴴ * F * C := by
    rw [Matrix.conjTranspose_mul, Matrix.conjTranspose_mul,
      Matrix.conjTranspose_conjTranspose, hF.eq, Matrix.mul_assoc]
  rw [fock_in_orbital_basis hC h] at key
  exact key
```

**Q:** Which part carries the rotation?

**A:** The following lemma, for any unitary U and not only the one that diagonalises L. Its three conclusions are proved by three `calc` chains. Membership in `Matrix.unitaryGroup` gives both UᴴU = 1 and UUᴴ = 1. The first is used for orthonormality, the second for the equation and the density.

```lean
/-- A unitary rotation of the orbitals keeps them orthonormal, turns the multipliers `L` into
`Uᴴ L U`, and leaves the density matrix unchanged. -/
theorem orbital_rotation {F S : Matrix n n 𝕜} {C : Matrix n m 𝕜} {L U : Matrix m m 𝕜}
    (hC : OrbitalsOrthonormal S C) (h : SolvesRoothaanHall F S C L)
    (hU : U ∈ Matrix.unitaryGroup m 𝕜) :
    OrbitalsOrthonormal S (C * U) ∧ SolvesRoothaanHall F S (C * U) (Uᴴ * L * U) ∧
      density (C * U) = density C := by
  have h1 : Uᴴ * U = 1 := Matrix.mem_unitaryGroup_iff'.mp hU
  have h2 : U * Uᴴ = 1 := Matrix.mem_unitaryGroup_iff.mp hU
  unfold OrbitalsOrthonormal at hC ⊢
  unfold SolvesRoothaanHall at h ⊢
  unfold density
  refine ⟨?_, ?_, ?_⟩
  · calc (C * U)ᴴ * S * (C * U) = Uᴴ * (Cᴴ * S * C) * U := by
          simp only [Matrix.conjTranspose_mul, Matrix.mul_assoc]
      _ = 1 := by rw [hC, Matrix.mul_one, h1]
  · -- insert `U Uᴴ = 1` between the orbitals and the multipliers
    calc F * (C * U) = F * C * U := (Matrix.mul_assoc _ _ _).symm
      _ = S * C * L * U := by rw [h]
      _ = S * C * (U * Uᴴ) * L * U := by rw [h2, Matrix.mul_one]
      _ = S * (C * U) * (Uᴴ * L * U) := by simp only [Matrix.mul_assoc]
  · calc C * U * (C * U)ᴴ = C * (U * Uᴴ) * Cᴴ := by
          simp only [Matrix.conjTranspose_mul, Matrix.mul_assoc]
      _ = C * Cᴴ := by rw [h2, Matrix.mul_one]
```

This lemma also covers localised orbitals. They solve the same equation with the multipliers UᴴLU, which need not be diagonal.

**Q:** And the eigenvectors?

**A:** Mathlib provides them for a Hermitian matrix, already assembled into a unitary matrix. The step `hLU` compares LU and U diag(e) entry by entry, which amounts to the eigenvalue equation for each column. Multiplying by Uᴴ from the left then finishes the proof.

```lean
/-- A Hermitian multiplier matrix is brought to real diagonal form by a unitary rotation. -/
theorem diagonalize_multipliers {L : Matrix m m 𝕜} (hL : L.IsHermitian) :
    ∃ U ∈ Matrix.unitaryGroup m 𝕜, ∃ e : m → ℝ,
      Uᴴ * L * U = Matrix.diagonal (fun i => (e i : 𝕜)) := by
  obtain ⟨U, hUdef⟩ : ∃ U : Matrix m m 𝕜, U = (hL.eigenvectorUnitary : Matrix m m 𝕜) :=
    ⟨_, rfl⟩
  have hU : U ∈ Matrix.unitaryGroup m 𝕜 := by
    rw [hUdef]
    exact hL.eigenvectorUnitary.2
  have h1 : Uᴴ * U = 1 := Matrix.mem_unitaryGroup_iff'.mp hU
  -- the columns of `U` are eigenvectors of `L`
  have hLU : L * U = U * Matrix.diagonal (fun i => (hL.eigenvalues i : 𝕜)) := by
    ext i j
    have h := congrFun (hL.mulVec_eigenvectorBasis j) i
    simp only [Matrix.mulVec, dotProduct, Pi.smul_apply, RCLike.real_smul_eq_coe_mul] at h
    rw [Matrix.mul_diagonal, Matrix.mul_apply, hUdef]
    simp only [Matrix.IsHermitian.eigenvectorUnitary_apply]
    exact h.trans (mul_comm _ _)
  refine ⟨U, hU, hL.eigenvalues, ?_⟩
  rw [Matrix.mul_assoc, hLU, ← Matrix.mul_assoc, h1, Matrix.one_mul]
```

The type `e : m → ℝ` records that the orbital energies are real. They are converted to elements of `𝕜` only when they are placed on the diagonal.

**Q:** So the main theorem only has to combine the two?

**A:** Yes. It takes U and e from the diagonalisation, applies the rotation lemma to that U, and replaces UᴴLU by the diagonal matrix. Read in words: given orthonormal orbitals that solve the equation with Hermitian multipliers, there exist a unitary U and real energies e such that CU solves the equation with e on the diagonal, is orthonormal, and has the density of C.

```lean
/-- Canonical orbitals: orthonormal solutions of the Roothaan-Hall equation with Hermitian
multipliers can be rotated by a unitary matrix into orthonormal solutions with a real diagonal
matrix of orbital energies and the same density matrix. -/
theorem exists_canonical_orbitals {F S : Matrix n n 𝕜} {C : Matrix n m 𝕜} {L : Matrix m m 𝕜}
    (hC : OrbitalsOrthonormal S C) (h : SolvesRoothaanHall F S C L) (hL : L.IsHermitian) :
    ∃ U ∈ Matrix.unitaryGroup m 𝕜, ∃ e : m → ℝ,
      SolvesRoothaanHall F S (C * U) (Matrix.diagonal (fun i => (e i : 𝕜))) ∧
      OrbitalsOrthonormal S (C * U) ∧ density (C * U) = density C := by
  obtain ⟨U, hU, e, he⟩ := diagonalize_multipliers hL
  obtain ⟨h1, h2, h3⟩ := orbital_rotation hC h hU
  rw [he] at h2
  exact ⟨U, hU, e, h2, h1, h3⟩
```

It does not order the energies or say which orbitals are occupied. For electronic-structure work in a finite basis with F held fixed, it means that a stationary set of occupied orbitals, localised or not, can be rotated into orbitals with definite orbital energies without changing its density.

**Q:** I work with real basis functions. Do I have to translate the adjoints myself?

**A:** No, there is a version with transposes, a symmetric L and an orthogonal U. Its hypotheses and conclusions are written as plain matrix equations, so you can read it without the definitions. The proof applies the general theorem, since the adjoint of a real matrix is its transpose.

```lean
/-- Canonical orbitals in a real basis: the rotation is orthogonal, and the equations are
written with transposes. -/
theorem exists_canonical_orbitals_real {F S : Matrix n n ℝ} {C : Matrix n m ℝ}
    {L : Matrix m m ℝ} (hC : Cᵀ * S * C = 1) (h : F * C = S * C * L) (hL : L.IsSymm) :
    ∃ U ∈ Matrix.orthogonalGroup m ℝ, ∃ e : m → ℝ,
      F * (C * U) = S * (C * U) * Matrix.diagonal e ∧
      (C * U)ᵀ * S * (C * U) = 1 ∧ (C * U) * (C * U)ᵀ = C * Cᵀ := by
  have hC' : OrbitalsOrthonormal S C := by
    unfold OrbitalsOrthonormal
    rw [Matrix.conjTranspose_eq_transpose_of_trivial]
    exact hC
  have hL' : L.IsHermitian := by
    unfold Matrix.IsHermitian
    rw [Matrix.conjTranspose_eq_transpose_of_trivial]
    exact hL
  obtain ⟨U, hU, e, h1, h2, h3⟩ := exists_canonical_orbitals hC' h hL'
  simp only [OrbitalsOrthonormal, Matrix.conjTranspose_eq_transpose_of_trivial] at h2
  simp only [density, Matrix.conjTranspose_eq_transpose_of_trivial] at h3
  exact ⟨U, hU, e, h1, h2, h3⟩
```

**Q:** Rotations preserve the density. Could two orthonormal sets share a density without being related by a rotation?

**A:** No. They must have the same number of orbitals, because tr(CCᴴS) = tr(CᴴSC) is that number; the Lean statement labels both sets by the same type `m` from the start. Let C and C' now be any two such sets with C'C'ᴴ = CCᴴ, and define U = CᴴSC', the matrix of their mutual overlaps. Then

CU = CCᴴSC' = C'C'ᴴSC' = C',

and U is unitary because

UᴴU = Uᴴ(CᴴSC)U = (CU)ᴴS(CU) = C'ᴴSC' = 1.

For a square matrix UᴴU = 1 is enough. In the Lean proof, `hrot` is the first calculation and `h1` the second.

```lean
/-- Two orthonormal sets of orbitals with the same density matrix are related by the unitary
matrix `Cᴴ S C'` of their mutual overlaps. -/
theorem unitary_of_same_density {S : Matrix n n 𝕜} {C C' : Matrix n m 𝕜}
    (hC : OrbitalsOrthonormal S C) (hC' : OrbitalsOrthonormal S C')
    (hP : density C' = density C) :
    Cᴴ * S * C' ∈ Matrix.unitaryGroup m 𝕜 ∧ C' = C * (Cᴴ * S * C') := by
  unfold OrbitalsOrthonormal at hC hC'
  unfold density at hP
  -- the projector `C Cᴴ S` leaves the orbitals `C'` unchanged
  have hrot : C * (Cᴴ * S * C') = C' := by
    calc C * (Cᴴ * S * C') = (C * Cᴴ) * (S * C') := by simp only [Matrix.mul_assoc]
      _ = (C' * C'ᴴ) * (S * C') := by rw [hP]
      _ = C' * (C'ᴴ * S * C') := by simp only [Matrix.mul_assoc]
      _ = C' := by rw [hC', Matrix.mul_one]
  refine ⟨?_, hrot.symm⟩
  obtain ⟨U, hU⟩ : ∃ U, U = Cᴴ * S * C' := ⟨_, rfl⟩
  rw [← hU] at hrot ⊢
  have h1 : Uᴴ * U = 1 := by
    calc Uᴴ * U = Uᴴ * (Cᴴ * S * C) * U := by rw [hC, Matrix.mul_one]
      _ = (C * U)ᴴ * S * (C * U) := by
          simp only [Matrix.conjTranspose_mul, Matrix.mul_assoc]
      _ = 1 := by rw [hrot, hC']
  exact Matrix.mem_unitaryGroup_iff'.mpr h1
```

**Q:** Is there anything special about the Fock matrix in all this?

**A:** Only that the given orbitals are assumed to solve FC = SCL with it. The diagonalisation does not depend on that. Take any Hermitian matrix X in the basis, for example that of one Cartesian coordinate. Diagonalise CᴴXC instead of L, and the rotated orbitals have no off-diagonal elements of X between them, while their orthonormality and density are unchanged. If C holds only some of the orbitals, however, XC' = SC' diag(x) need not hold for any numbers xᵢ, because X may couple these orbitals to the rest of the space.

**Q:** What do the orbital energies add up to?

**A:** To the trace of F times the density matrix. Since L = diag(e) for canonical orbitals, the projection formula and the cyclic property of the trace give

Σᵢ eᵢ = tr(CᴴFC) = tr(FCCᴴ).

The Lean proof runs through the same equalities from right to left.

```lean
/-- The energies of canonical orbitals add up to the trace of the Fock matrix times the
density matrix. -/
theorem sum_orbital_energies {F S : Matrix n n 𝕜} {C : Matrix n m 𝕜} {e : m → 𝕜}
    (hC : OrbitalsOrthonormal S C) (h : SolvesRoothaanHall F S C (Matrix.diagonal e)) :
    ∑ i, e i = Matrix.trace (F * density C) := by
  unfold density
  rw [← Matrix.mul_assoc, Matrix.trace_mul_comm, ← Matrix.mul_assoc,
    fock_in_orbital_basis hC h, Matrix.trace_diagonal]
```

This sum is not in general the Hartree-Fock energy. If the columns of C are the occupied spin orbitals, it counts the repulsion between the electrons twice. For closed-shell spatial orbitals the sum must first be doubled, since each orbital holds two electrons, and the doubled sum again counts the repulsion twice.

**Q:** One last doubt. Are the hypotheses ever met in a case that is not already diagonal?

**A:** Here is one with two basis functions of overlap 3/5. The two orbitals are orthonormal, and their multiplier matrix has zeros on the diagonal and ones off it. Lean checks the matrix equations entry by entry.

```lean
/-- Two basis functions with overlap `3/5` and two orthonormal orbitals coupled by off-diagonal
multipliers satisfy the hypotheses of the canonical-orbital theorem. -/
theorem exists_canonical_orbitals_witness :
    OrbitalsOrthonormal (!![1, 3/5; 3/5, 1] : Matrix (Fin 2) (Fin 2) ℝ)
      !![1, -3/4; 0, 5/4] ∧
    SolvesRoothaanHall (!![0, 4/5; 4/5, 24/25] : Matrix (Fin 2) (Fin 2) ℝ)
      !![1, 3/5; 3/5, 1] !![1, -3/4; 0, 5/4] !![0, 1; 1, 0] ∧
    (!![0, 1; 1, 0] : Matrix (Fin 2) (Fin 2) ℝ).IsHermitian := by
  refine ⟨?_, ?_, ?_⟩
  · unfold OrbitalsOrthonormal
    ext i j
    fin_cases i <;> fin_cases j <;>
      norm_num [Matrix.mul_apply, Fin.sum_univ_two, Matrix.conjTranspose_apply]
  · unfold SolvesRoothaanHall
    ext i j
    fin_cases i <;> fin_cases j <;> norm_num [Matrix.mul_apply, Fin.sum_univ_two]
  · unfold Matrix.IsHermitian
    ext i j
    fin_cases i <;> fin_cases j <;> simp [Matrix.conjTranspose_apply]

end CanonicalOrbitals
```

The canonical orbitals are easy to find in this case. They are the sum and the difference of the two columns of C, each divided by √2:

(1, 5)/(4√2) with energy 1,  (7, −5)/(4√2) with energy −1.

The energies add up to zero, which is also the trace of the original multiplier matrix.

```lean
#print axioms CanonicalOrbitals.exists_canonical_orbitals
#print axioms CanonicalOrbitals.exists_canonical_orbitals_real
#print axioms CanonicalOrbitals.unitary_of_same_density
#print axioms CanonicalOrbitals.sum_orbital_energies
```

```
'CanonicalOrbitals.exists_canonical_orbitals' depends on axioms: [propext, Classical.choice, Quot.sound]
'CanonicalOrbitals.exists_canonical_orbitals_real' depends on axioms: [propext, Classical.choice, Quot.sound]
'CanonicalOrbitals.unitary_of_same_density' depends on axioms: [propext, Classical.choice, Quot.sound]
'CanonicalOrbitals.sum_orbital_energies' depends on axioms: [propext, Classical.choice, Quot.sound]
```
